# The SWKB integral of the radial oscillator equals nπ at the bound-state energies E = 4n

A bound state is taken here to be a function on the half line $x>0$ that solves the Schrödinger equation, is not identically zero, is square integrable and tends to zero at the origin. No self-adjoint operator is constructed; an energy is a number for which such a function exists.

The superpotential is $W(x)=x-g/x$, in units $\hbar=2m=1$. With $g=l+1$ it describes the three-dimensional isotropic oscillator of angular frequency $\omega=2$ at angular momentum $l$, with energies measured from the lowest state of that $l$; the function on the half line is then $x$ times the radial wave function, and an energy $4n$ stands for $2n\hbar\omega$. The supersymmetric WKB (SWKB) condition sets $\int_a^b\sqrt{E-W^2}\,dx=n\pi$ between the turning points $W(a)=-\sqrt E$ and $W(b)=\sqrt E$. For this one-particle model with $g>0$, the semiclassical condition holds without error at $E=4n$, $n=0,1,2,\dots$, and each of these numbers is the energy of an explicit bound state.

In Lean 4 with Mathlib:

```lean
import Mathlib

open Polynomial MeasureTheory Filter Topology

namespace SWKBRadialOscillator

noncomputable section
```

## Superpotential, partners and bound states

The coupling $g$ and the position $x$ are real numbers.

```lean
/-- The superpotential `W(x) = x - g/x` of the radial oscillator. -/
def W (g x : ℝ) : ℝ := x - g / x
```

The partner potentials are $V_\mp=W^2\mp W'$, where $W'$ is the actual derivative, not a formula entered by hand.

```lean
/-- The partner potential `V₋ = W² - W'`. -/
def Vminus (g x : ℝ) : ℝ := W g x ^ 2 - deriv (W g) x

/-- The partner potential `V₊ = W² + W'`. -/
def Vplus (g x : ℝ) : ℝ := W g x ^ 2 + deriv (W g) x
```

In `IsBoundState`, the function `ψ'` is the first derivative of $\psi$, and its own derivative must be $(V_--E)\psi$. This is $-\psi''+V_-\psi=E\psi$.

No theorem below says that the energies $4n$ exhaust the list. For $0<g<1$ this definition in fact admits every real $E$: the solution that decays at infinity is near the origin a combination of $x^g$ and $x^{1-g}$ (of $x^{1/2}$ and $x^{1/2}\ln x$ when $g=\tfrac12$), and both tend to zero there. The states constructed below are $x^g$ times a smooth function of $x^2$, with no admixture of the second solution.

```lean
/-- `ψ` is a bound state of `-d²/dx² + V₋` on the half line with energy `E`: it solves the
Schrödinger equation, is not identically zero there, is square integrable and tends to zero at the
origin. -/
def IsBoundState (g E : ℝ) (ψ : ℝ → ℝ) : Prop :=
  (∃ ψ' : ℝ → ℝ, ∀ x, 0 < x →
    HasDerivAt ψ (ψ' x) x ∧ HasDerivAt ψ' ((Vminus g x - E) * ψ x) x) ∧
  (∃ x, 0 < x ∧ ψ x ≠ 0) ∧
  IntegrableOn (fun x => ψ x ^ 2) (Set.Ioi 0) ∧
  Tendsto ψ (𝓝[>] 0) (𝓝 0)
```

The states will be $\psi_n=x^g e^{-x^2/2}\,Q_n^{(g)}(x^2)$, left unnormalised. Their polynomials start from $Q_0^{(g)}=1$ and, with $u=x^2$, obey

$$Q_{n+1}^{(g)}=\left(u-g-\tfrac12\right)Q_n^{(g+1)}-u\,\frac{d}{du}Q_n^{(g+1)}.$$

```lean
/-- Polynomial factors of the states, built by a recursion that shifts `g` to `g + 1`. -/
def levelPoly : ℕ → ℝ → ℝ[X]
  | 0, _ => 1
  | n + 1, g => (X - C (g + 1 / 2)) * levelPoly n (g + 1)
      - X * derivative (levelPoly n (g + 1))

/-- The function `x^g exp(-x²/2)`. -/
def groundState (g x : ℝ) : ℝ := x ^ g * Real.exp (-x ^ 2 / 2)

/-- The function `x^g exp(-x²/2) Qₙ(x²)`, with `Qₙ` the polynomial `levelPoly n g`. -/
def levelState (n : ℕ) (g x : ℝ) : ℝ := groundState g x * (levelPoly n g).eval (x ^ 2)
```

## Shape invariance

Multiplying $W$ by $x$ removes the fraction: $xW=x^2-g$. Most of the later algebra rests on this identity.

```lean
lemma mul_W (g : ℝ) {x : ℝ} (hx : x ≠ 0) : x * W g x = x ^ 2 - g := by
  have h : x * (g / x) = g := by field_simp
  unfold W
  linear_combination -h
```

Differentiation gives $W'=1+g/x^2$.

```lean
lemma hasDerivAt_W (g : ℝ) {x : ℝ} (hx : x ≠ 0) : HasDerivAt (W g) (1 + g / x ^ 2) x := by
  have h := (hasDerivAt_id' x).fun_sub ((hasDerivAt_inv hx).const_mul g)
  have e : W g = fun y => y - g * y⁻¹ := by
    funext y
    simp [W, div_eq_mul_inv]
  rw [e]
  exact h.congr_deriv (by ring)
```

Expanding the squares,

$$V_+(g)=x^2-2g+1+\frac{g(g+1)}{x^2},\qquad V_-(g+1)=x^2-2g-3+\frac{g(g+1)}{x^2},$$

so the two differ by 4. The bound states below are verified directly and do not use this theorem, but the same shift $g\to g+1$ drives the polynomial recursion.

```lean
/-- Shape invariance: `V₊` at `g` is `V₋` at `g + 1` raised by the constant 4. -/
theorem shape_invariance (g : ℝ) {x : ℝ} (hx : 0 < x) :
    Vplus g x = Vminus (g + 1) x + 4 := by
  rw [Vplus, Vminus, (hasDerivAt_W g hx.ne').deriv, (hasDerivAt_W (g + 1) hx.ne').deriv]
  unfold W
  field_simp
  ring
```

## Turning points

The equation $W(x)=w$ reads $x^2-wx-g=0$. For $g>0$ it has exactly one positive root, $x=\tfrac12\left(w+\sqrt{w^2+4g}\right)$. Setting $w=\mp\sqrt E$ gives $a$ and $b$, so the turning points assumed in the later theorems exist and are unique.

For the forward direction, the proof shows that $2x-w$ is positive and has square $w^2+4g$. For the converse, $|w|<\sqrt{w^2+4g}$ makes the root positive.

```lean
/-- For `g > 0` the superpotential takes each real value `w` at exactly one point of the half line,
namely `(w + √(w² + 4g))/2`. -/
theorem turning_point_iff {g : ℝ} (hg : 0 < g) (w x : ℝ) :
    (0 < x ∧ W g x = w) ↔ x = (w + √(w ^ 2 + 4 * g)) / 2 := by
  constructor
  · rintro ⟨hx, rfl⟩
    have h := mul_W g hx.ne'
    have hp : 0 < x * (2 * x - W g x) := by nlinarith [sq_nonneg x]
    have hq := (mul_pos_iff_of_pos_left hx).1 hp
    rw [show W g x ^ 2 + 4 * g = (2 * x - W g x) ^ 2 by linear_combination 4 * h,
      Real.sqrt_sq hq.le]
    ring
  · intro hxe
    have hw : |w| < √(w ^ 2 + 4 * g) := by
      rw [← Real.sqrt_sq_eq_abs]
      exact Real.sqrt_lt_sqrt (sq_nonneg w) (by linarith)
    have hx : 0 < x := by linarith [neg_abs_le w]
    have hs : (2 * x - w) ^ 2 = w ^ 2 + 4 * g := by
      rw [show 2 * x - w = √(w ^ 2 + 4 * g) by linarith]
      exact Real.sq_sqrt (by positivity)
    exact ⟨hx, mul_left_cancel₀ hx.ne' (by linear_combination mul_W g hx.ne' + hs / 4)⟩
```

## The integral

Substituting $w=\sqrt E\,t$ gives the area of a half disc:

$$\int_{-\sqrt E}^{\sqrt E}\sqrt{E-w^2}\,dw=E\int_{-1}^{1}\sqrt{1-t^2}\,dt=\frac{\pi E}{2}.$$

```lean
lemma half_disc {E : ℝ} (hE : 0 ≤ E) :
    ∫ w in (-√E)..√E, √(E - w ^ 2) = Real.pi * E / 2 := by
  have h := intervalIntegral.mul_integral_comp_mul_left
    (f := fun w => √(E - w ^ 2)) (a := -1) (b := 1) (c := √E)
  have e : ∀ x : ℝ, √(E - (√E * x) ^ 2) = √E * √(1 - x ^ 2) := by
    intro x
    rw [← Real.sqrt_mul hE]
    congr 1
    rw [mul_pow, Real.sq_sqrt hE]
    ring
  simp only [e, intervalIntegral.integral_const_mul, integral_sqrt_one_sub_sq, mul_neg,
    mul_one] at h
  rw [← h, ← mul_assoc, Real.mul_self_sqrt hE]
  ring
```

Now let $S=x+g/x=2x-W$. Then $W'+S'=2$ and $S^2-W^2=4g$, so

$$2\int_a^b\sqrt{E-W^2}\,dx=\int_a^b\sqrt{E-W^2}\,W'\,dx+\int_a^b\sqrt{E+4g-S^2}\,S'\,dx.$$

The first term is the half disc, $\pi E/2$. For the second, subtract $a^2-g=-a\sqrt E$ from $b^2-g=b\sqrt E$ to get $b-a=\sqrt E$. Hence $S(b)-S(a)=2(b-a)-2\sqrt E=0$, and the substitution $s=S(x)$ turns the term into an integral from a point to itself. The result is $\pi E/4$, independent of $g$.

In the code, `h1` and `h2` are the two terms and `hsum` is the decomposition. The theorem needs $E\ge0$ and positive turning points; $g>0$ is not assumed, since the turning-point equations already force it.

```lean
/-- The SWKB integral between the turning points equals `πE/4`, whatever the value of `g`. -/
theorem swkb_integral {g E a b : ℝ} (hE : 0 ≤ E) (ha : 0 < a) (hb : 0 < b)
    (hWa : W g a = -√E) (hWb : W g b = √E) :
    ∫ x in a..b, √(E - W g x ^ 2) = Real.pi * E / 4 := by
  have hpos : ∀ x ∈ Set.uIcc a b, 0 < x := fun x hx => lt_of_lt_of_le (lt_min ha hb) hx.1
  have hc : ContinuousOn (fun x : ℝ => g / x ^ 2) (Set.uIcc a b) :=
    continuousOn_const.div (continuous_pow 2).continuousOn
      (fun x hx => pow_ne_zero 2 (hpos x hx).ne')
  have hp : ContinuousOn (fun x : ℝ => 1 + g / x ^ 2) (Set.uIcc a b) :=
    continuousOn_const.add hc
  have hm : ContinuousOn (fun x : ℝ => 1 - g / x ^ 2) (Set.uIcc a b) :=
    continuousOn_const.sub hc
  have hW : ContinuousOn (W g) (Set.uIcc a b) := fun x hx =>
    (hasDerivAt_W g (hpos x hx).ne').continuousAt.continuousWithinAt
  have hF : ContinuousOn (fun x => √(E - W g x ^ 2)) (Set.uIcc a b) :=
    (continuousOn_const.sub (hW.pow 2)).sqrt
  -- the part with W' is the area of a half disc
  have h1 : ∫ x in a..b, √(E - W g x ^ 2) * (1 + g / x ^ 2) = Real.pi * E / 2 :=
    (intervalIntegral.integral_comp_mul_deriv (f := W g) (f' := fun x => 1 + g / x ^ 2)
      (g := fun w => √(E - w ^ 2)) (fun x hx => hasDerivAt_W g (hpos x hx).ne') hp
      (by fun_prop)).trans (by rw [hWa, hWb]; exact half_disc hE)
  -- S = x + g/x = 2x - W takes the same value at both turning points
  have hS : 2 * a - W g a = 2 * b - W g b := by
    have ka := mul_W g ha.ne'
    have kb := mul_W g hb.ne'
    rw [hWa] at ka
    rw [hWb] at kb
    have hd : b - a = √E :=
      mul_left_cancel₀ (add_pos ha hb).ne' (by linear_combination ka - kb)
    rw [hWa, hWb]
    linarith
  have h2 : ∫ x in a..b, √(E - W g x ^ 2) * (1 - g / x ^ 2) = 0 := by
    have h := intervalIntegral.integral_comp_mul_deriv (a := a) (b := b)
      (f := fun x => 2 * x - W g x) (f' := fun x => 1 - g / x ^ 2)
      (g := fun s => √(E + 4 * g - s ^ 2))
      (fun x hx => (((hasDerivAt_id' x).const_mul 2).fun_sub
        (hasDerivAt_W g (hpos x hx).ne')).congr_deriv (by ring)) hm (by fun_prop)
    simp only [hS, intervalIntegral.integral_same] at h
    refine Eq.trans (intervalIntegral.integral_congr fun x hx => ?_) h
    have e : E + 4 * g - (2 * x - W g x) ^ 2 = E - W g x ^ 2 := by
      linear_combination 4 * mul_W g (hpos x hx).ne'
    simp only [Function.comp_apply, e]
  have hsum : (∫ x in a..b, √(E - W g x ^ 2) * (1 + g / x ^ 2)) +
      (∫ x in a..b, √(E - W g x ^ 2) * (1 - g / x ^ 2)) =
      2 * ∫ x in a..b, √(E - W g x ^ 2) := by
    have i1 : IntervalIntegrable (fun x => √(E - W g x ^ 2) * (1 + g / x ^ 2)) volume a b :=
      (hF.mul hp).intervalIntegrable
    have i2 : IntervalIntegrable (fun x => √(E - W g x ^ 2) * (1 - g / x ^ 2)) volume a b :=
      (hF.mul hm).intervalIntegrable
    rw [← intervalIntegral.integral_add i1 i2, ← intervalIntegral.integral_const_mul]
    refine intervalIntegral.integral_congr fun x _ => ?_
    ring
  linarith
```

## The bound states at E = 4n

The polynomials satisfy the Laguerre-type equation

$$uQ''+\left(g+\tfrac12-u\right)Q'+nQ=0,$$

with primes on $Q$ denoting $d/du$. The proof is by induction on $n$, for all $g$ at once. Write $R=Q_n^{(g+1)}$ and $Q=Q_{n+1}^{(g)}$. Differentiating the recursion and using the equation for $R$ gives

$$Q'=R-\left[uR''+\left(g+\tfrac32-u\right)R'\right]=(n+1)R.$$

Then $Q''=(n+1)R'$, and inserting both into the equation for $Q$ makes all terms cancel. Since $R\neq0$, also $Q'\neq0$, and therefore $Q\neq0$.

```lean
/-- The polynomial factors are nonzero and satisfy `u Q'' + (g + 1/2 - u) Q' + n Q = 0`. -/
theorem levelPoly_equation (n : ℕ) : ∀ g : ℝ,
    X * derivative (derivative (levelPoly n g)) + (C (g + 1 / 2) - X) *
      derivative (levelPoly n g) + (n : ℝ[X]) * levelPoly n g = 0 ∧ levelPoly n g ≠ 0 := by
  induction n with
  | zero => intro g; simp [levelPoly]
  | succ n ih =>
    intro g
    obtain ⟨h, h0⟩ := ih (g + 1)
    rw [show g + 1 + 1 / 2 = (g + 1 / 2) + 1 by ring, C_add (a := g + 1 / 2), C_1] at h
    -- differentiation lowers n and raises g
    have d : derivative (levelPoly (n + 1) g) = ((n : ℝ[X]) + 1) * levelPoly n (g + 1) := by
      simp only [levelPoly, derivative_sub, derivative_mul, derivative_X, derivative_C]
      linear_combination -h
    have d2 : derivative (derivative (levelPoly (n + 1) g)) =
        ((n : ℝ[X]) + 1) * derivative (levelPoly n (g + 1)) := by
      rw [d]
      simp [derivative_mul]
    constructor
    · rw [d2, d]
      simp only [Nat.cast_add, Nat.cast_one, levelPoly]
      ring
    · intro hz
      rw [hz, derivative_zero] at d
      exact mul_ne_zero (Nat.cast_add_one_ne_zero n) h0 d.symm
```

The prefactor $\psi_0=x^ge^{-x^2/2}$ obeys $\psi_0'=(g/x-x)\psi_0=-W\psi_0$.

```lean
lemma hasDerivAt_groundState (g : ℝ) {x : ℝ} (hx : 0 < x) :
    HasDerivAt (groundState g) (-W g x * groundState g x) x := by
  have hsq : HasDerivAt (fun y : ℝ => y ^ 2) (2 * x) x := by simpa using hasDerivAt_pow 2 x
  have h1 := Real.hasDerivAt_rpow_const (p := g) (Or.inl hx.ne')
  have h2 := (hsq.fun_neg.div_const 2).exp
  refine (h1.fun_mul h2).congr_deriv ?_
  rw [Real.rpow_sub_one hx.ne']
  unfold W groundState
  ring
```

For normalizability, $\int_0^\infty x^s e^{-x^2}dx$ is finite when $s>-1$. A factor $(x^2)^k$ only raises the exponent, so any polynomial in $x^2$ may be included.

```lean
lemma integrable_moment {s : ℝ} (hs : -1 < s) (P : ℝ[X]) :
    IntegrableOn (fun x : ℝ => x ^ s * Real.exp (-1 * x ^ 2) * P.eval (x ^ 2))
      (Set.Ioi 0) := by
  induction P using Polynomial.induction_on' with
  | add p q hp hq =>
    refine IntegrableOn.congr_fun (hp.add hq) (fun x _ => ?_) measurableSet_Ioi
    simp only [Pi.add_apply, eval_add]
    ring
  | monomial k c =>
    have hk : -1 < s + 2 * (k : ℝ) := by linarith [(Nat.cast_nonneg k : (0 : ℝ) ≤ k)]
    have h : IntegrableOn (fun x : ℝ => c * (x ^ (s + 2 * (k : ℝ)) * Real.exp (-1 * x ^ 2)))
        (Set.Ioi 0) :=
      Integrable.const_mul (integrableOn_rpow_mul_exp_neg_mul_sq one_pos hk) c
    refine IntegrableOn.congr_fun h (fun x hx => ?_) measurableSet_Ioi
    have hx' : 0 < x := hx
    have e : x ^ (2 * (k : ℝ)) = (x ^ 2) ^ k := by
      rw [Real.rpow_mul hx'.le, Real.rpow_natCast, Real.rpow_two]
    simp only [eval_monomial, Real.rpow_add hx', e]
    ring
```

For $\psi=\psi_0\,Q(x^2)$ with $Q=Q_n^{(g)}$, two differentiations give

$$\psi'=\psi_0\,(2xQ'-WQ),$$
$$\psi''=\psi_0\left[4x^2Q''+(2-4xW)Q'+(W^2-W')Q\right].$$

Since $xW=x^2-g$, the first two terms in the bracket equal $4\left[uQ''+(g+\tfrac12-u)Q'\right]=-4nQ$. Thus $\psi''=(V_--4n)\psi$; the final `linear_combination` of the first part performs this reduction.

The other three conditions follow in order. If $\psi$ vanished everywhere, $Q$ would have infinitely many roots. The square $\psi^2=x^{2g}e^{-x^2}Q(x^2)^2$ is integrable by the moment lemma with $s=2g$. Finally, $x^g\to0$ at the origin because $g>0$.

```lean
/-- For `g > 0` and every `n`, `levelState n g` is a bound state of `V₋` with energy `4n`. -/
theorem levelState_isBoundState {g : ℝ} (hg : 0 < g) (n : ℕ) :
    IsBoundState g (4 * n) (levelState n g) := by
  refine ⟨⟨fun x => groundState g x * (2 * x * (derivative (levelPoly n g)).eval (x ^ 2)
    - W g x * (levelPoly n g).eval (x ^ 2)), fun x hx => ?_⟩, ?_, ?_, ?_⟩
  · have hsq : HasDerivAt (fun y : ℝ => y ^ 2) (2 * x) x := by simpa using hasDerivAt_pow 2 x
    have hP : ∀ P : ℝ[X], HasDerivAt (fun y : ℝ => P.eval (y ^ 2))
        ((derivative P).eval (x ^ 2) * (2 * x)) x := fun P =>
      by
        have k : HasDerivAt ((fun z : ℝ => P.eval z) ∘ (fun y : ℝ => y ^ 2))
            ((derivative P).eval (x ^ 2) * (2 * x)) x :=
          HasDerivAt.comp x (P.hasDerivAt (x ^ 2)) hsq
        exact k
    have h0 := hasDerivAt_groundState g hx
    have hW := hasDerivAt_W g hx.ne'
    constructor
    · exact (h0.fun_mul (hP (levelPoly n g))).congr_deriv (by ring)
    · refine (h0.fun_mul ((((hasDerivAt_id' x).const_mul 2).fun_mul
        (hP (derivative (levelPoly n g)))).fun_sub
          (hW.fun_mul (hP (levelPoly n g))))).congr_deriv ?_
      have L := congrArg (eval (x ^ 2)) (levelPoly_equation n g).1
      simp only [eval_add, eval_mul, eval_sub, eval_X, eval_C, eval_natCast, eval_zero] at L
      rw [Vminus, hW.deriv, levelState]
      linear_combination 4 * groundState g x * L - 4 * groundState g x *
        (derivative (levelPoly n g)).eval (x ^ 2) * mul_W g hx.ne'
  · -- a nonzero polynomial cannot vanish on the whole half line
    by_contra hcon
    refine (levelPoly_equation n g).2 (Polynomial.eq_zero_of_infinite_isRoot _
      ((Set.Ioi_infinite (0 : ℝ)).mono fun y hy => ?_))
    have hy' : 0 < y := hy
    have hz : levelState n g (√y) = 0 := by
      by_contra hne
      exact hcon ⟨√y, Real.sqrt_pos.2 hy', hne⟩
    have hgs : groundState g (√y) ≠ 0 :=
      (mul_pos (Real.rpow_pos_of_pos (Real.sqrt_pos.2 hy') g) (Real.exp_pos _)).ne'
    rw [levelState, Real.sq_sqrt hy'.le] at hz
    exact (mul_eq_zero.1 hz).resolve_left hgs
  · refine IntegrableOn.congr_fun (integrable_moment (s := g + g) (by linarith)
      (levelPoly n g ^ 2)) (fun x hx => ?_) measurableSet_Ioi
    have hx' : 0 < x := hx
    have e : Real.exp (-1 * x ^ 2) = Real.exp (-x ^ 2 / 2) * Real.exp (-x ^ 2 / 2) := by
      rw [← Real.exp_add]
      congr 1
      ring
    simp only [levelState, groundState, eval_pow, Real.rpow_add hx', e]
    ring
  · have hc : Continuous (levelState n g) := by
      change Continuous (fun x : ℝ =>
        x ^ g * Real.exp (-x ^ 2 / 2) * (levelPoly n g).eval (x ^ 2))
      exact ((continuous_id.rpow_const fun _ => Or.inr hg.le).mul (by fun_prop)).mul
        ((levelPoly n g).continuous.comp (continuous_pow 2))
    have h0 : levelState n g 0 = 0 := by
      simp [levelState, groundState, Real.zero_rpow hg.ne']
    have ht := hc.tendsto 0
    rw [h0] at ht
    exact ht.mono_left nhdsWithin_le_nhds
```

## Exactness

Setting $E=4n$ in $\pi E/4$ gives $n\pi$. The theorem pairs this value with the explicit state at the same energy.

In the smallest case, $n=0$, both turning points merge at $x=\sqrt g$, the integral is zero, and the state is $x^ge^{-x^2/2}$.

```lean
/-- SWKB exactness: `4n` is the energy of a bound state of `V₋`, and the SWKB integral between
the turning points at this energy is exactly `nπ`. -/
theorem swkb_exact {g a b : ℝ} (hg : 0 < g) (n : ℕ) (ha : 0 < a) (hb : 0 < b)
    (hWa : W g a = -√(4 * n)) (hWb : W g b = √(4 * n)) :
    IsBoundState g (4 * n) (levelState n g) ∧
      ∫ x in a..b, √(4 * n - W g x ^ 2) = n * Real.pi := by
  refine ⟨levelState_isBoundState hg n, ?_⟩
  rw [swkb_integral (by positivity) ha hb hWa hWb]
  ring

end

end SWKBRadialOscillator
```

```lean
#print axioms SWKBRadialOscillator.shape_invariance
#print axioms SWKBRadialOscillator.turning_point_iff
#print axioms SWKBRadialOscillator.swkb_exact
```

```
'SWKBRadialOscillator.shape_invariance' depends on axioms: [propext, Classical.choice, Quot.sound]
'SWKBRadialOscillator.turning_point_iff' depends on axioms: [propext, Classical.choice, Quot.sound]
'SWKBRadialOscillator.swkb_exact' depends on axioms: [propext, Classical.choice, Quot.sound]
```
